# For hopping $t\ge 0$, the symmetric state of a two-site screening model is a ground state exactly when $g\le 2t$

Take one electron on two equivalent sites without hopping, with real amplitudes $a,b$ and $a^2+b^2=1$. Suppose that the charge on each site lowers the potential there by $g>0$ times its density, so that the energy is $-\frac g2(a^4+b^4)$. Shared equally, the electron has energy $-g/4$; on a single site it has $-g/2$. The equal state loses, yet it solves the self-consistent equation, and by symmetry I would have picked it as my reference configuration, much as one picks an atomic configuration for unscreening, the step that removes the valence electrons' own screening from a pseudopotential. If I add a hopping $t$, which favours sharing, when is the symmetric reference really the lowest state? And would self-consistency warn me when it isn't?

## Hopping protects the symmetric state up to $g=2t$

Self-consistency gives no warning: the symmetric state solves the screened equation at every $g$. It is lowest only for $g\le 2t$.

With hopping, the energy is
$$E=-2tab-\tfrac g2(a^4+b^4).$$
Let $p=ab$. Normalisation gives $a^4+b^4=1-2p^2$, hence
$$E=-\tfrac g2-2tp+gp^2=-\tfrac g2-\tfrac{t^2}{g}+g\left(p-\tfrac tg\right)^2,$$
where the second form needs $g\ne0$. Since $(a\pm b)^2\ge0$, we have $|p|\le\frac12$. A symmetric state has $p=\frac12$ and energy $-t-g/4$. Relative to it,
$$E(p)-E(\tfrac12)=\left(\tfrac12-p\right)\left[2t-g\left(p+\tfrac12\right)\right],$$
and the bracket equals $(2t-g)(p+\frac12)+2t(\frac12-p)$. For $t\ge0$ and $g\le2t$ both terms are nonnegative, so no state lies lower.

For $t\ge0$ and $g>2t$, the square vanishes at $p=t/g<\frac12$. This value is reached by choosing $a\pm b=\sqrt{1\pm2t/g}$, which is normalised. The minimum is therefore $-g/2-t^2/g$, below the symmetric energy by $g(\frac12-t/g)^2$. There
$$(a^2-b^2)^2=1-4p^2=1-(2t/g)^2>0,$$
so the densities differ.

As for self-consistency, the screened Hamiltonian has on-site potentials $-ga^2,-gb^2$ and off-diagonal element $-t$. At $a=b$, where $a^2=\frac12$, it multiplies $(a,a)$ by $-t-g/2$, whatever $g$ is. Its expectation value counts the screening twice; adding $\frac g2(a^4+b^4)$, here $g/4$, restores the total energy.

## What the Lean statements say

`energy t g a b` is $E$, and `screenedHamiltonian` is the $2\times2$ matrix just described. `IsGroundState t g a b` says that the real pair is normalised and that no normalised real pair has lower energy: a global minimum, not merely a stationary point. `symmetric_isGroundState_iff` is the criterion, for $t\ge0$ and either sign of $g$. `broken_symmetry` treats $g>2t$, again with $t\ge0$: the explicit pair `majorAmp`, `minorAmp` is a ground state, and every ground state has the stated energy and unequal densities. `groundState_le_complexEnergy` shows, also for $t\ge0$, that complex amplitudes gain nothing.

The constant $g$ stands for a response that lowers the potential where charge sits, as a polarisable environment does. It is postulated, not derived from an electronic interaction. The Hartree repulsion in a pseudopotential's valence screening has the opposite sign: taken alone, as an on-site term, it would mean $g<0$, and for $t\ge0$ the symmetric state would then always be a ground state. The bare on-site energies are zero, and the energy is a mean-field one for a single orbital. No potential is unscreened and no ionic pseudopotential is constructed; only the energy is corrected for double counting. Within this two-site model, the result shows that a converged, symmetric reference configuration need not minimise the total energy.

```lean
import Mathlib

open Matrix

namespace TwoSiteUnscreening

noncomputable section

/-- Energy of two equivalent sites with real amplitudes `a`, `b`, hopping `t` and
attractive screening `g`. -/
def energy (t g a b : ℝ) : ℝ := -2 * t * a * b - g / 2 * (a ^ 4 + b ^ 4)

/-- The pair `(a, b)` is normalised and no normalised real pair has lower energy. -/
def IsGroundState (t g a b : ℝ) : Prop :=
  a ^ 2 + b ^ 2 = 1 ∧ ∀ x y : ℝ, x ^ 2 + y ^ 2 = 1 → energy t g a b ≤ energy t g x y

/-- The screened one-particle Hamiltonian: hopping `-t` between the sites, and on each site
the screening potential `-g` times the density there. -/
def screenedHamiltonian (t g a b : ℝ) : Matrix (Fin 2) (Fin 2) ℝ :=
  !![-g * a ^ 2, -t; -t, -g * b ^ 2]

/-- Energy of the two sites for complex amplitudes `z`, `w`. -/
def complexEnergy (t g : ℝ) (z w : ℂ) : ℝ :=
  -2 * t * (starRingEnd ℂ z * w).re - g / 2 * (‖z‖ ^ 4 + ‖w‖ ^ 4)

/-- Larger amplitude of the localised state, for `0 ≤ t` and `2t < g`. -/
def majorAmp (t g : ℝ) : ℝ := (Real.sqrt (1 + 2 * t / g) + Real.sqrt (1 - 2 * t / g)) / 2

/-- Smaller amplitude of the localised state, for `0 ≤ t` and `2t < g`. -/
def minorAmp (t g : ℝ) : ℝ := (Real.sqrt (1 + 2 * t / g) - Real.sqrt (1 - 2 * t / g)) / 2

/-- The energy is the quadratic form of the screened Hamiltonian at `(a, b)`, which is its
expectation value for a normalised pair, plus the double-counting correction `(g/2)(a⁴ + b⁴)`. -/
theorem energy_eq_expectation_add_correction (t g a b : ℝ) :
    energy t g a b =
      ![a, b] ⬝ᵥ (screenedHamiltonian t g a b *ᵥ ![a, b]) + g / 2 * (a ^ 4 + b ^ 4) := by
  simp [energy, screenedHamiltonian, Matrix.mulVec, dotProduct, Fin.sum_univ_succ]
  ring

/-- A normalised symmetric state solves the self-consistent screened equation for every
hopping and every screening strength, with orbital energy `-t - g/2`. -/
theorem symmetric_selfConsistent (t g : ℝ) {a : ℝ} (ha : a ^ 2 + a ^ 2 = 1) :
    screenedHamiltonian t g a a *ᵥ ![a, a] = (-t - g / 2) • ![a, a] := by
  ext i
  fin_cases i <;>
    simp [screenedHamiltonian, Matrix.mulVec, dotProduct, Fin.sum_univ_succ] <;>
    linear_combination (-g * a / 2) * ha

/-- For normalised amplitudes the energy depends only on the bond product `a b`. -/
theorem energy_of_unit {t g a b : ℝ} (h : a ^ 2 + b ^ 2 = 1) :
    energy t g a b = -g / 2 - 2 * t * (a * b) + g * (a * b) ^ 2 := by
  unfold energy
  linear_combination (-(g / 2) * (a ^ 2 + b ^ 2 + 1)) * h

/-- For normalised amplitudes and `g ≠ 0` the energy is `-g/2 - t²/g` plus `g` times the
squared deviation of the bond product from `t/g`. -/
theorem energy_completed_square {t g a b : ℝ} (hg : g ≠ 0) (h : a ^ 2 + b ^ 2 = 1) :
    energy t g a b = -g / 2 - t ^ 2 / g + g * (a * b - t / g) ^ 2 := by
  rw [energy_of_unit h]
  field_simp
  ring

/-- For `0 ≤ t` and `g > 2t` the localised amplitudes are normalised and their bond product
is `t/g`. -/
theorem localised_amplitudes {t g : ℝ} (ht : 0 ≤ t) (hg : 2 * t < g) :
    majorAmp t g ^ 2 + minorAmp t g ^ 2 = 1 ∧ majorAmp t g * minorAmp t g = t / g := by
  have hg0 : 0 < g := by linarith
  have h1 : 2 * t / g < 1 := (div_lt_one hg0).2 hg
  have h0 : 0 ≤ 2 * t / g := by positivity
  have s1 := Real.sq_sqrt (show 0 ≤ 1 + 2 * t / g by linarith)
  have s2 := Real.sq_sqrt (show 0 ≤ 1 - 2 * t / g by linarith)
  unfold majorAmp minorAmp
  constructor
  · linear_combination (s1 + s2) / 2
  · linear_combination (s1 - s2) / 4

/-- For hopping `t ≥ 0`, a normalised symmetric state is a ground state exactly when
`g ≤ 2t`. -/
theorem symmetric_isGroundState_iff {t g a : ℝ} (ht : 0 ≤ t) (ha : a ^ 2 + a ^ 2 = 1) :
    IsGroundState t g a a ↔ g ≤ 2 * t := by
  have haa : a * a = 1 / 2 := by linear_combination ha / 2
  constructor
  · intro h
    by_contra hlt
    have hg : 2 * t < g := not_le.mp hlt
    have hg0 : 0 < g := by linarith
    -- the localised state lies strictly lower
    obtain ⟨hu, hp⟩ := localised_amplitudes ht hg
    have hle := h.2 _ _ hu
    rw [energy_completed_square hg0.ne' ha, energy_completed_square hg0.ne' hu,
      hp, haa, sub_self] at hle
    have hq : t / g < 1 / 2 := by
      rw [div_lt_iff₀ hg0]
      linarith
    have hpos : 0 < g * (1 / 2 - t / g) ^ 2 := mul_pos hg0 (pow_pos (sub_pos.2 hq) 2)
    linarith
  · intro hg
    refine ⟨ha, fun x y h => ?_⟩
    rw [energy_of_unit ha, energy_of_unit h, haa]
    -- the bond product of a unit vector lies between -1/2 and 1/2
    have p1 : 0 ≤ 1 / 2 - x * y := by nlinarith [sq_nonneg (x - y)]
    have p2 : 0 ≤ x * y + 1 / 2 := by nlinarith [sq_nonneg (x + y)]
    have k : 0 ≤ 2 * t - g * (x * y + 1 / 2) := by
      nlinarith [mul_nonneg (sub_nonneg.2 hg) p2, mul_nonneg ht p1]
    nlinarith [mul_nonneg p1 k]

/-- For `0 ≤ t` and `g > 2t` the ground states are exactly the normalised pairs with bond
product `t/g`. -/
theorem isGroundState_iff {t g a b : ℝ} (ht : 0 ≤ t) (hg : 2 * t < g) :
    IsGroundState t g a b ↔ a ^ 2 + b ^ 2 = 1 ∧ a * b = t / g := by
  have hg0 : 0 < g := by linarith
  constructor
  · intro h
    refine ⟨h.1, ?_⟩
    obtain ⟨hu, hp⟩ := localised_amplitudes ht hg
    have hle := h.2 _ _ hu
    rw [energy_completed_square hg0.ne' h.1, energy_completed_square hg0.ne' hu,
      hp, sub_self] at hle
    by_contra hne
    have hsq : 0 < (a * b - t / g) ^ 2 :=
      lt_of_le_of_ne (sq_nonneg _) (Ne.symm (pow_ne_zero 2 (sub_ne_zero.2 hne)))
    have hpos := mul_pos hg0 hsq
    linarith
  · rintro ⟨hu, hp⟩
    refine ⟨hu, fun x y h => ?_⟩
    rw [energy_completed_square hg0.ne' hu, energy_completed_square hg0.ne' h, hp, sub_self]
    have hnn := mul_nonneg hg0.le (sq_nonneg (x * y - t / g))
    linarith

/-- For `0 ≤ t` and `g > 2t` the density difference of every ground state obeys
`(a² - b²)² = 1 - (2t/g)²`. -/
theorem density_imbalance {t g a b : ℝ} (ht : 0 ≤ t) (hg : 2 * t < g)
    (h : IsGroundState t g a b) : (a ^ 2 - b ^ 2) ^ 2 = 1 - (2 * t / g) ^ 2 := by
  obtain ⟨hu, hp⟩ := (isGroundState_iff ht hg).1 h
  linear_combination (a ^ 2 + b ^ 2 + 1) * hu - 4 * (a * b + t / g) * hp

/-- For `0 ≤ t` and `g > 2t` the localised state is a ground state, and every ground state
has energy `-g/2 - t²/g` and unequal densities on the two sites. -/
theorem broken_symmetry {t g : ℝ} (ht : 0 ≤ t) (hg : 2 * t < g) :
    IsGroundState t g (majorAmp t g) (minorAmp t g) ∧
      ∀ a b : ℝ, IsGroundState t g a b →
        energy t g a b = -g / 2 - t ^ 2 / g ∧ a ^ 2 ≠ b ^ 2 := by
  have hg0 : 0 < g := by linarith
  refine ⟨(isGroundState_iff ht hg).2 (localised_amplitudes ht hg), fun a b h => ⟨?_, ?_⟩⟩
  · obtain ⟨hu, hp⟩ := (isGroundState_iff ht hg).1 h
    rw [energy_completed_square hg0.ne' hu, hp, sub_self]
    ring
  · intro he
    -- equal densities would force 2t/g = 1
    have hd := density_imbalance ht hg h
    have h1 : 2 * t / g < 1 := (div_lt_one hg0).2 hg
    have h0 : 0 ≤ 2 * t / g := by positivity
    rw [he, sub_self] at hd
    nlinarith [mul_pos (sub_pos.2 h1) (show 0 < 1 + 2 * t / g by linarith)]

/-- For `t ≥ 0`, no normalised pair of complex amplitudes has lower energy than a real
ground state. -/
theorem groundState_le_complexEnergy {t g a b : ℝ} (ht : 0 ≤ t) (h : IsGroundState t g a b)
    (z w : ℂ) (hzw : ‖z‖ ^ 2 + ‖w‖ ^ 2 = 1) : energy t g a b ≤ complexEnergy t g z w := by
  refine (h.2 _ _ hzw).trans ?_
  -- the real part of `z̄ w` is at most the product of the moduli
  have hre : (starRingEnd ℂ z * w).re ≤ ‖z‖ * ‖w‖ := by
    calc (starRingEnd ℂ z * w).re ≤ ‖starRingEnd ℂ z * w‖ := Complex.re_le_norm _
      _ = ‖z‖ * ‖w‖ := by rw [norm_mul, RCLike.norm_conj]
  have hm := mul_le_mul_of_nonneg_left hre ht
  unfold energy complexEnergy
  linarith

end

end TwoSiteUnscreening
```

```lean
#print axioms TwoSiteUnscreening.symmetric_selfConsistent
#print axioms TwoSiteUnscreening.symmetric_isGroundState_iff
#print axioms TwoSiteUnscreening.broken_symmetry
#print axioms TwoSiteUnscreening.groundState_le_complexEnergy
```

```
'TwoSiteUnscreening.symmetric_selfConsistent' depends on axioms: [propext, Classical.choice, Quot.sound]
'TwoSiteUnscreening.symmetric_isGroundState_iff' depends on axioms: [propext, Classical.choice, Quot.sound]
'TwoSiteUnscreening.broken_symmetry' depends on axioms: [propext, Classical.choice, Quot.sound]
'TwoSiteUnscreening.groundState_le_complexEnergy' depends on axioms: [propext, Classical.choice, Quot.sound]
```

## From the bond product to the theorems

`energy_of_unit` reduces the energy to $p$: its `linear_combination` multiplies the normalisation equation by the factor that accounts for the difference between the two sides. `energy_completed_square` then clears the denominator. `localised_amplitudes` uses the squares of the two roots to check normalisation and $p=t/g$.

In `symmetric_isGroundState_iff`, the forward direction assumes $g>2t$ and compares with the localised state, whose strictly lower energy is a contradiction. In the reverse direction, `p1` and `p2` are the bounds on $p$, `k` is the nonnegative bracket, and the last `nlinarith` uses the product of `p1` and `k`.

`isGroundState_iff` identifies the ground states for $g>2t$ as the normalised pairs with $p=t/g$, where the completed square vanishes. `density_imbalance` follows algebraically, and `broken_symmetry` combines the two: equal densities would contradict $0\le2t/g<1$. For complex amplitudes, the proof replaces $z,w$ by their moduli, which leaves the densities unchanged and cannot raise the hopping energy when $t\ge0$.
